# At inverse temperature β, the static response of Fermi-occupied levels lies between −(β/4) Σ|V_ij|² and 0

## Question

For the Fermi function f(x) = 1/(1 + exp x) and real x, y, the claim is

f(x) − f(y) = −sinh((x − y)/2) / (2 cosh(x/2) cosh(y/2)).

Take finitely many real levels x_i and a complex matrix V_ij, let L_ij be (f(x_i) − f(x_j))/(x_i − x_j) when the levels differ and f′(x_i) when they coincide, and put R = Σ_ij L_ij |V_ij|². Then, so the claim goes,

−(1/4) Σ_ij |V_ij|² ≤ R ≤ 0.

How does one state and prove this in Lean 4 with Mathlib? I would also like to know when either bound is reached, and what the lower bound becomes in energy units at inverse temperature β.

## Answer

### Modelling choices

`fermi` is f as a function of the reduced energy x. `occ β μ ε` is the occupation n(ε) = f(β(ε − μ)) of a level of energy ε at inverse temperature β and chemical potential μ, without a spin factor. For an arbitrary real function g, `divDiff g x y` is the difference quotient for x ≠ y and `deriv g x` for x = y; I write L(x, y) for the case g = f, so that L_ij = L(x_i, x_j). Mathlib's `deriv` returns 0 where a function is not differentiable, which matters only for a general g, since f and n are differentiable everywhere.

The levels are a function `x : n → ℝ` on a finite index type `n` (in the code this letter is not the occupation n(ε)), so degenerate levels are allowed. The perturbation is any `V : Matrix n n ℂ`, and `‖V i j‖` is the modulus |V_ij|. Hermiticity is not assumed, because only the moduli enter. `staticResponse g x V` sums over all ordered pairs (i, j), with the diagonal included and each pair of different indices counted twice. `hsNormSq V` is S = Σ_ij |V_ij|². With a single level R = f′(x)|V|², and with an empty index type R = S = 0.

For non-interacting fermions with a one-particle Hamiltonian H on a finite-dimensional space, take the levels to be the eigenvalues of H and V_ij the matrix elements of a Hermitian V in an orthonormal eigenbasis of H. At fixed β and μ, the sum R built from the occupation n(ε) is then the first-order change of the thermal average ⟨V⟩ = Tr[n(H + λV) V] per unit λ when λV is added to H, so the bounds fix the sign and limit the size of this independent-particle static response, for example with i labelling band and k-point on a finite mesh. That identification comes from perturbation theory and the file does not derive it, since R is defined directly as the sum. Mesh weights, a continuous zone integral, a fixed particle number, screening, and smearing functions other than Fermi-Dirac are not treated.

The final theorems say the following. `staticResponse_bounds` is −S/4 ≤ R ≤ 0. `staticResponse_eq_zero_iff` says that R = 0 exactly when V = 0. `staticResponse_eq_lower_iff` says that R = −S/4 exactly when every nonzero V_ij has x_i = 0 and x_j = 0. `staticResponse_thermal_bounds` gives −(β/4) S ≤ R ≤ 0 for the occupation n with β > 0 and any real μ. The two equality cases are stated in reduced units only. The lower bound −(β/4) S grows in size with β, but the response itself need not: for fixed levels, none of them at μ, it tends to a finite limit as β → ∞.

### Derivation by hand

Factoring out exp(t/2) gives 1 + exp t = 2 exp(t/2) cosh(t/2), and therefore

2 cosh(t/2) f(t) = exp(−t/2) = cosh(t/2) − sinh(t/2).

Multiply this identity at t = x by cosh(y/2), the one at t = y by cosh(x/2), and subtract. The products of two cosh factors cancel:

2 cosh(x/2) cosh(y/2) (f(x) − f(y)) = −[sinh(x/2) cosh(y/2) − cosh(x/2) sinh(y/2)] = −sinh((x − y)/2).

Since cosh is positive one may divide, which is the claimed identity. A further division by x − y gives the closed form of L(x, y) for x ≠ y.

The bounds on L are obtained from the derivative and do not use the closed form. Because 1 − f(t) = exp t/(1 + exp t),

f′(t) = −exp t/(1 + exp t)² = −f(t)(1 − f(t)).

L is symmetric in its arguments, so take x ≤ y. For x = y, L = f′(c) with c = x. For x < y, the mean value theorem gives L = f′(c) with x < c < y. In both cases

L(x, y) = −f(c)(1 − f(c)) = −1/4 + (f(c) − 1/2)².

The second form shows L ≥ −1/4, and 0 < f(c) < 1 in the first form shows L < 0.

If L = −1/4, then f(c) = 1/2, so exp c = 1 and c = 0. For coinciding levels this means x = y = 0. For levels a < b it does not yet give a contradiction, because 0 may lie between them. Let m = (a + b)/2, so that a − m = m − b = (a − b)/2, and

(L(a, m) + L(m, b))/2 = [(f(a) − f(m)) + (f(m) − f(b))]/(a − b) = L(a, b).

Both terms on the left are at least −1/4, so L(a, b) = −1/4 forces both to equal −1/4. Their mean points c and d then both vanish, while a < c < m < d < b requires c < d. Hence L(x, y) = −1/4 implies x = y = 0, and conversely L(0, 0) = −(1/2)(1/2) = −1/4.

Multiplying −1/4 ≤ L_ij < 0 by |V_ij|² ≥ 0 and summing gives −S/4 ≤ R ≤ 0. If R = 0, every non-positive term L_ij |V_ij|² vanishes, and L_ij ≠ 0 gives V_ij = 0. For the lower end,

R + S/4 = Σ_ij (L_ij + 1/4) |V_ij|²

is a sum of non-negative terms. It vanishes exactly when each V_ij ≠ 0 comes with L_ij = −1/4, that is with x_i = x_j = 0.

In energy units let x_i = β(ε_i − μ) for levels ε_i. For ε_i ≠ ε_j one has x_i − x_j = β(ε_i − ε_j) ≠ 0, so the difference quotient of n is β L(x_i, x_j). For equal energies the chain rule gives n′(ε_i) = β f′(x_i). The response of n is thus β times the reduced one, and multiplying the bounds by β > 0 gives −(β/4) S and 0.

### The file

```lean
import Mathlib

open Real Finset

namespace FermiStaticResponse

noncomputable section

/-- Fermi-Dirac occupation as a function of the reduced energy `x`. -/
def fermi (x : ℝ) : ℝ := 1 / (1 + exp x)

/-- Fermi-Dirac occupation of a level `ε` at inverse temperature `β` and
chemical potential `μ`. -/
def occ (β μ ε : ℝ) : ℝ := fermi (β * (ε - μ))

/-- Divided difference of an occupation function `g` at two levels, equal to the
derivative when the levels coincide. -/
def divDiff (g : ℝ → ℝ) (x y : ℝ) : ℝ :=
  if x = y then deriv g x else (g x - g y) / (x - y)

variable {n : Type*} [Fintype n]

/-- Static response `∑ L_ij |V_ij|²` of levels `x` with occupation `g` to a
perturbation with matrix elements `V_ij`. -/
def staticResponse (g : ℝ → ℝ) (x : n → ℝ) (V : Matrix n n ℂ) : ℝ :=
  ∑ i, ∑ j, divDiff g (x i) (x j) * ‖V i j‖ ^ 2

/-- Total squared strength `∑ |V_ij|²` of the perturbation. -/
def hsNormSq (V : Matrix n n ℂ) : ℝ := ∑ i, ∑ j, ‖V i j‖ ^ 2

/-- The difference of two Fermi occupations in hyperbolic form. -/
theorem fermi_sub (x y : ℝ) :
    fermi x - fermi y = -sinh ((x - y) / 2) / (2 * cosh (x / 2) * cosh (y / 2)) := by
  -- 2 cosh(t/2) f(t) = cosh(t/2) - sinh(t/2)
  have key : ∀ t, fermi t * (2 * cosh (t / 2)) = cosh (t / 2) - sinh (t / 2) := by
    intro t
    have h1 : exp t = exp (t / 2) * exp (t / 2) := by rw [← Real.exp_add, add_halves]
    have h2 : exp (t / 2) * exp (-(t / 2)) = 1 := by
      rw [← Real.exp_add, add_neg_cancel, Real.exp_zero]
    have hp : 1 + exp t ≠ 0 := by positivity
    rw [Real.cosh_sub_sinh, Real.cosh_eq, fermi, div_mul_eq_mul_div, div_eq_iff hp]
    linear_combination (-exp (t / 2)) * h2 - exp (-(t / 2)) * h1
  have hne : 2 * cosh (x / 2) * cosh (y / 2) ≠ 0 :=
    (mul_pos (mul_pos two_pos (Real.cosh_pos _)) (Real.cosh_pos _)).ne'
  have e : (x - y) / 2 = x / 2 - y / 2 := by ring
  rw [e, Real.sinh_sub, eq_div_iff hne]
  linear_combination cosh (y / 2) * key x - cosh (x / 2) * key y

/-- Closed form of the Fermi divided difference at two distinct levels. -/
theorem divDiff_fermi_closed {x y : ℝ} (h : x ≠ y) :
    divDiff fermi x y
      = -sinh ((x - y) / 2) / (2 * cosh (x / 2) * cosh (y / 2) * (x - y)) := by
  rw [divDiff, if_neg h, fermi_sub, div_div]

/-- The divided difference is symmetric in the two levels. -/
theorem divDiff_symm (g : ℝ → ℝ) (x y : ℝ) : divDiff g x y = divDiff g y x := by
  by_cases h : x = y
  · rw [h]
  · unfold divDiff
    rw [if_neg h, if_neg (Ne.symm h), ← neg_div_neg_eq, neg_sub, neg_sub]

/-- For levels `x ≤ y`, the Fermi divided difference equals `-f(c)(1-f(c))` at a point `c` strictly between
the two levels, or at the common level when they coincide. -/
theorem divDiff_fermi_mean {x y : ℝ} (hxy : x ≤ y) :
    ∃ c, (c = x ∧ x = y ∨ x < c ∧ c < y) ∧
      divDiff fermi x y = -(fermi c * (1 - fermi c)) := by
  have hd : ∀ t, HasDerivAt fermi (-(fermi t * (1 - fermi t))) t := by
    intro t
    have hp : 1 + exp t ≠ 0 := by positivity
    have h : HasDerivAt fermi ((0 * (1 + exp t) - 1 * exp t) / (1 + exp t) ^ 2) t :=
      (hasDerivAt_const t (1 : ℝ)).fun_div ((Real.hasDerivAt_exp t).const_add 1) hp
    refine HasDerivAt.congr_deriv h ?_
    unfold fermi
    field_simp
    ring
  rcases hxy.eq_or_lt with h | hlt
  · refine ⟨x, Or.inl ⟨rfl, h⟩, ?_⟩
    rw [divDiff, if_pos h, (hd x).deriv]
  · -- mean value theorem on [x, y]
    obtain ⟨c, hc, h⟩ := exists_hasDerivAt_eq_slope fermi
      (fun t => -(fermi t * (1 - fermi t))) hlt
      (fun t _ => (hd t).continuousAt.continuousWithinAt) (fun t _ => hd t)
    refine ⟨c, Or.inr hc, ?_⟩
    rw [divDiff_symm, divDiff, if_neg hlt.ne']
    exact h.symm

/-- For any two levels the Fermi divided difference is negative and at least `-1/4`. -/
theorem divDiff_fermi_bounds (x y : ℝ) :
    -(1 / 4) ≤ divDiff fermi x y ∧ divDiff fermi x y < 0 := by
  have aux : ∀ a b : ℝ, a ≤ b → -(1 / 4) ≤ divDiff fermi a b ∧ divDiff fermi a b < 0 := by
    intro a b hab
    obtain ⟨c, -, hc⟩ := divDiff_fermi_mean hab
    have h0 : 0 < fermi c := by unfold fermi; positivity
    have h1 : fermi c < 1 := by
      have := Real.exp_pos c
      unfold fermi
      rw [div_lt_one (by linarith)]
      linarith
    have h2 := mul_pos h0 (sub_pos.2 h1)
    rw [hc]
    exact ⟨by nlinarith [sq_nonneg (fermi c - 1 / 2)], by linarith⟩
  rcases le_total x y with h | h
  · exact aux x y h
  · rw [divDiff_symm]
    exact aux y x h

/-- The Fermi divided difference equals `-1/4` exactly when both levels are at `x = 0`. -/
theorem divDiff_fermi_eq_iff (x y : ℝ) :
    divDiff fermi x y = -(1 / 4) ↔ x = 0 ∧ y = 0 := by
  have h0 : ∀ c, -(fermi c * (1 - fermi c)) = -(1 / 4) → c = 0 := by
    intro c h
    have h2 : (fermi c - 1 / 2) ^ 2 = 0 := by linear_combination h
    have h3 : fermi c = 1 / 2 := sub_eq_zero.1 ((pow_eq_zero_iff two_ne_zero).1 h2)
    have hp : 1 + exp c ≠ 0 := by positivity
    have h4 : fermi c * (1 + exp c) = 1 := one_div_mul_cancel hp
    rw [h3] at h4
    exact Real.exp_injective (by rw [Real.exp_zero]; linarith)
  have aux : ∀ a b : ℝ, a ≤ b → divDiff fermi a b = -(1 / 4) → a = 0 ∧ b = 0 := by
    intro a b hab h
    rcases hab.eq_or_lt with he | hlt
    · obtain ⟨c, hc, hL⟩ := divDiff_fermi_mean hab
      have := h0 c (hL.symm.trans h)
      rcases hc with ⟨h1, h2⟩ | ⟨h1, h2⟩ <;> constructor <;> linarith
    · -- the kernel is the average of the kernels of the two half intervals
      exfalso
      obtain ⟨m, hm⟩ : ∃ m, m = (a + b) / 2 := ⟨_, rfl⟩
      have ham : a < m := by linarith
      have hmb : m < b := by linarith
      have e1 : a - m = (a - b) / 2 := by linarith
      have e2 : m - b = (a - b) / 2 := by linarith
      have hne : a - b ≠ 0 := sub_ne_zero.2 hlt.ne
      have hs : divDiff fermi a b = (divDiff fermi a m + divDiff fermi m b) / 2 := by
        unfold divDiff
        rw [if_neg hlt.ne, if_neg ham.ne, if_neg hmb.ne, e1, e2]
        field_simp
        ring
      have b1 := (divDiff_fermi_bounds a m).1
      have b2 := (divDiff_fermi_bounds m b).1
      obtain ⟨c, hc, hL⟩ := divDiff_fermi_mean ham.le
      obtain ⟨d, hd, hM⟩ := divDiff_fermi_mean hmb.le
      have c0 := h0 c (by linarith)
      have d0 := h0 d (by linarith)
      rcases hc with ⟨h1, h2⟩ | ⟨h1, h2⟩ <;> rcases hd with ⟨h3, h4⟩ | ⟨h3, h4⟩ <;> linarith
  constructor
  · intro h
    rcases le_total x y with hxy | hxy
    · exact aux x y hxy h
    · exact (aux y x hxy ((divDiff_symm _ _ _).trans h)).symm
  · rintro ⟨hx, hy⟩
    obtain ⟨c, hc, hL⟩ := divDiff_fermi_mean (le_refl (0 : ℝ))
    have c0 : c = 0 := by rcases hc with ⟨h1, _⟩ | ⟨h1, h2⟩ <;> linarith
    rw [hx, hy, hL, c0]
    norm_num [fermi]

/-- The static response of Fermi-occupied levels lies between `-(1/4) ∑ |V_ij|²` and `0`. -/
theorem staticResponse_bounds (x : n → ℝ) (V : Matrix n n ℂ) :
    -(1 / 4) * hsNormSq V ≤ staticResponse fermi x V ∧ staticResponse fermi x V ≤ 0 := by
  constructor
  · simp only [hsNormSq, staticResponse, Finset.mul_sum]
    exact sum_le_sum fun i _ => sum_le_sum fun j _ =>
      mul_le_mul_of_nonneg_right (divDiff_fermi_bounds _ _).1 (sq_nonneg _)
  · exact sum_nonpos fun i _ => sum_nonpos fun j _ =>
      mul_nonpos_of_nonpos_of_nonneg (divDiff_fermi_bounds _ _).2.le (sq_nonneg _)

/-- The static response vanishes exactly when the perturbation vanishes. -/
theorem staticResponse_eq_zero_iff (x : n → ℝ) (V : Matrix n n ℂ) :
    staticResponse fermi x V = 0 ↔ V = 0 := by
  have hn : ∀ i j, divDiff fermi (x i) (x j) * ‖V i j‖ ^ 2 ≤ 0 := fun i j =>
    mul_nonpos_of_nonpos_of_nonneg (divDiff_fermi_bounds _ _).2.le (sq_nonneg _)
  constructor
  · intro h
    rw [staticResponse,
      sum_eq_zero_iff_of_nonpos (fun i _ => sum_nonpos fun j _ => hn i j)] at h
    ext i j
    have h1 := (sum_eq_zero_iff_of_nonpos (fun j _ => hn i j)).1 (h i (mem_univ _)) j
      (mem_univ _)
    have h2 := (mul_eq_zero.1 h1).resolve_left (divDiff_fermi_bounds _ _).2.ne
    simpa using h2
  · intro h
    simp [staticResponse, h]

/-- The static response equals `-(1/4) ∑ |V_ij|²` exactly when every nonzero matrix
element of the perturbation connects levels at `x = 0`. -/
theorem staticResponse_eq_lower_iff (x : n → ℝ) (V : Matrix n n ℂ) :
    staticResponse fermi x V = -(1 / 4) * hsNormSq V ↔
      ∀ i j, V i j ≠ 0 → x i = 0 ∧ x j = 0 := by
  have hn : ∀ i j, 0 ≤ (divDiff fermi (x i) (x j) - -(1 / 4)) * ‖V i j‖ ^ 2 := fun i j =>
    mul_nonneg (sub_nonneg.2 (divDiff_fermi_bounds _ _).1) (sq_nonneg _)
  have e : staticResponse fermi x V - -(1 / 4) * hsNormSq V
      = ∑ i, ∑ j, (divDiff fermi (x i) (x j) - -(1 / 4)) * ‖V i j‖ ^ 2 := by
    simp only [hsNormSq, staticResponse, Finset.mul_sum, ← Finset.sum_sub_distrib]
    exact sum_congr rfl fun i _ => sum_congr rfl fun j _ => by ring
  rw [← sub_eq_zero, e]
  constructor
  · intro h i j hV
    rw [sum_eq_zero_iff_of_nonneg (fun i _ => sum_nonneg fun j _ => hn i j)] at h
    have h1 := (sum_eq_zero_iff_of_nonneg (fun j _ => hn i j)).1 (h i (mem_univ _)) j
      (mem_univ _)
    have h2 := (mul_eq_zero.1 h1).resolve_right (pow_ne_zero 2 (norm_ne_zero_iff.2 hV))
    exact (divDiff_fermi_eq_iff _ _).1 (sub_eq_zero.1 h2)
  · intro h
    refine sum_eq_zero fun i _ => sum_eq_zero fun j _ => ?_
    by_cases hV : V i j = 0
    · simp [hV]
    · rw [(divDiff_fermi_eq_iff _ _).2 (h i j hV), sub_self, zero_mul]

/-- At inverse temperature `β > 0` and any chemical potential, the static response of
levels `ε` lies between `-(β/4) ∑ |V_ij|²` and `0`. -/
theorem staticResponse_thermal_bounds {β : ℝ} (hβ : 0 < β) (μ : ℝ) (ε : n → ℝ)
    (V : Matrix n n ℂ) :
    -(β / 4) * hsNormSq V ≤ staticResponse (occ β μ) ε V ∧
      staticResponse (occ β μ) ε V ≤ 0 := by
  have hd : ∀ t, DifferentiableAt ℝ fermi t := by
    intro t
    have hp : 1 + exp t ≠ 0 := by positivity
    have h : HasDerivAt fermi ((0 * (1 + exp t) - 1 * exp t) / (1 + exp t) ^ 2) t :=
      (hasDerivAt_const t (1 : ℝ)).fun_div ((Real.hasDerivAt_exp t).const_add 1) hp
    exact h.differentiableAt
  -- the kernel in energy units is β times the kernel in reduced units
  have hs : ∀ a b, divDiff (occ β μ) a b
      = β * divDiff fermi (β * (a - μ)) (β * (b - μ)) := by
    intro a b
    by_cases h : a = b
    · have hi : HasDerivAt (fun e => β * (e - μ)) (β * 1) b :=
        ((hasDerivAt_id' b).sub_const μ).const_mul β
      have hc : HasDerivAt (fermi ∘ fun e => β * (e - μ))
          (deriv fermi (β * (b - μ)) * (β * 1)) b :=
        HasDerivAt.comp b (hd _).hasDerivAt hi
      have h1 : deriv (occ β μ) b = deriv fermi (β * (b - μ)) * (β * 1) := hc.deriv
      unfold divDiff
      rw [h, if_pos rfl, if_pos rfl, h1]
      ring
    · have h' : β * (a - μ) ≠ β * (b - μ) := fun hh =>
        h (by have := mul_left_cancel₀ hβ.ne' hh; linarith)
      have e : β * (a - μ) - β * (b - μ) = β * (a - b) := by ring
      unfold divDiff
      rw [if_neg h, if_neg h', e, ← mul_div_assoc, mul_div_mul_left _ _ hβ.ne', occ, occ]
  have hR : staticResponse (occ β μ) ε V
      = β * staticResponse fermi (fun i => β * (ε i - μ)) V := by
    simp only [staticResponse, Finset.mul_sum, hs, mul_assoc]
  obtain ⟨h1, h2⟩ := staticResponse_bounds (fun i => β * (ε i - μ)) V
  have h3 := mul_le_mul_of_nonneg_left h1 hβ.le
  rw [hR]
  exact ⟨by linarith, mul_nonpos_of_nonneg_of_nonpos hβ.le h2⟩

end

end FermiStaticResponse
```

```lean
#print axioms FermiStaticResponse.divDiff_fermi_closed
#print axioms FermiStaticResponse.staticResponse_eq_zero_iff
#print axioms FermiStaticResponse.staticResponse_eq_lower_iff
#print axioms FermiStaticResponse.staticResponse_thermal_bounds
```

```
'FermiStaticResponse.divDiff_fermi_closed' depends on axioms: [propext, Classical.choice, Quot.sound]
'FermiStaticResponse.staticResponse_eq_zero_iff' depends on axioms: [propext, Classical.choice, Quot.sound]
'FermiStaticResponse.staticResponse_eq_lower_iff' depends on axioms: [propext, Classical.choice, Quot.sound]
'FermiStaticResponse.staticResponse_thermal_bounds' depends on axioms: [propext, Classical.choice, Quot.sound]
```

### Remarks

**How the proof follows the derivation.** In `fermi_sub`, `key` is the identity for 2 cosh(t/2) f(t), `Real.sinh_sub` expands the sinh of the difference, and the last line is the multiply-and-subtract step. `divDiff_fermi_closed` divides by x − y. In `divDiff_fermi_mean`, `hd` obtains f′ from the quotient rule and rewrites it as −f(1 − f). The mean value theorem `exists_hasDerivAt_eq_slope` delivers the slope in the order (f(y) − f(x))/(y − x), which is why `divDiff_symm` is applied before unfolding. `divDiff_fermi_bounds` passes the completed square to `nlinarith` as the hint `sq_nonneg (fermi c - 1 / 2)` and reduces the case y ≤ x to x ≤ y by symmetry.

In `divDiff_fermi_eq_iff`, `h0` is the step from −1/4 to c = 0, `hs` is the averaging over the half intervals, `b1` and `b2` are the lower bounds on the halves, and `c0`, `d0` state that both mean points vanish, after which `linarith` finds the contradiction with their ordering. `staticResponse_bounds` compares term by term with two nested `sum_le_sum` and two nested `sum_nonpos`. The equality theorems use `sum_eq_zero_iff_of_nonpos` and `sum_eq_zero_iff_of_nonneg`, first on the outer sum and then on the inner one; `e` in `staticResponse_eq_lower_iff` is the formula for R + S/4. In the thermal theorem `hs` is the rescaling of the kernel by β, with the chain rule `HasDerivAt.comp` in the degenerate branch, and `hR` takes β out of the sum.

**A numerical instance.** Take two levels x_0 = 0 and x_1 = ln 3, so f(x_0) = 1/2 and f(x_1) = 1/4. With sinh((ln 3)/2) = 1/√3 and cosh((ln 3)/2) = 2/√3, the hyperbolic formula gives

f(x_0) − f(x_1) = (1/√3)/(2 · 1 · 2/√3) = 1/4,

as it should. The kernel is L_00 = −1/4, L_11 = −(1/4)(3/4) = −3/16 and L_01 = L_10 = −1/(4 ln 3) ≈ −0.2276. With all four V_ij equal to 1, S = 4 and

R = −1/4 − 3/16 − 1/(2 ln 3) ≈ −0.8926,

which lies strictly between −1 and 0. With V_00 = 1 as the only nonzero element, S = 1 and R = −1/4, the lower bound.

**A reusable technique.** An identity between quotients of transcendental functions becomes a polynomial one after `eq_div_iff` or `div_eq_iff` has cleared the denominator. `linear_combination` then takes the known equations with the factors one would multiply them by on paper, here `cosh (y / 2) * key x - cosh (x / 2) * key y`, and checks the remainder by ring normalisation, treating each cosh, sinh and f value as an unknown. This avoids steering a chain of rewrites through the expression.

**Another modelling.** The kernel could have been defined without a case distinction as

L(x, y) = ∫₀¹ f′(y + s(x − y)) ds.

The two bounds would then come from the pointwise bounds on f′ and monotonicity of the integral, and degenerate levels would need no separate branch. In exchange, agreement with the difference quotient would become a lemma resting on the fundamental theorem of calculus, and integrability side conditions would appear in the proofs.
